# Plane-wave energies E = ±√(m² + |χ(1) − 1|²/h²) of a free Dirac particle on a finite periodic chain

The theorem concerns a single free particle with a two-component complex field (u, v) on a periodic chain of `n` ≥ 1 sites, in units with ħ = c = 1. Its staggered Dirac operator is H(u, v) = (mu + D*v, Du − mv), with real mass parameter `m`, where (Du)(x) = (u(x+1) − u(x))/h and (D*v)(x) = (v(x−1) − v(x))/h. The real spacing `h` is meant to be nonzero, though the theorem does not assume it. For any plane wave `χ`, that is, an additive character of the chain, it states that each real `E` with E² = m² + |χ(1) − 1|²/h² is an eigenvalue: some nonzero field ψ, not necessarily normalised, satisfies Hψ = Eψ. The proof tries fields of the form (aχ, bχ), which turns the eigenvalue equation into a two-by-two system for a and b. It takes a = E + m and b = (χ(1) − 1)/h, or a = 0 and b = 1 when both of those vanish.

The failing Lean file:

```lean
import Mathlib

open ComplexConjugate

namespace PlaneWaveEigenvalue

noncomputable section

/-- Complex two-component fields on the periodic chain with `n` sites if `n ≥ 1`, and on the
infinite chain `ℤ` if `n = 0`. -/
abbrev Spinor (n : ℕ) := (ZMod n → ℂ) × (ZMod n → ℂ)

variable {n : ℕ}

/-- The forward difference `(D u)(x) = (u(x+1) - u(x)) / h`, for spacing `h ≠ 0`. -/
def fwd (h : ℝ) : (ZMod n → ℂ) →ₗ[ℂ] (ZMod n → ℂ) where
  toFun u := fun x => (u (x + 1) - u x) / h
  map_add' u v := by
    funext x
    simp only [Pi.add_apply]
    ring
  map_smul' c u := by
    funext x
    simp only [Pi.smul_apply, smul_eq_mul, RingHom.id_apply]
    ring

/-- The difference `(D* u)(x) = (u(x-1) - u(x)) / h`, for spacing `h ≠ 0`. -/
def bwd (h : ℝ) : (ZMod n → ℂ) →ₗ[ℂ] (ZMod n → ℂ) where
  toFun u := fun x => (u (x - 1) - u x) / h
  map_add' u v := by
    funext x
    simp only [Pi.add_apply]
    ring
  map_smul' c u := by
    funext x
    simp only [Pi.smul_apply, smul_eq_mul, RingHom.id_apply]
    ring

/-- The staggered Dirac operator `H = [[m, D*], [D, -m]]`, for spacing `h ≠ 0`. -/
def dirac (h m : ℝ) : Spinor n →ₗ[ℂ] Spinor n where
  toFun ψ := ((m : ℂ) • ψ.1 + bwd h ψ.2, fwd h ψ.1 - (m : ℂ) • ψ.2)
  map_add' φ ψ := by
    simp only [Prod.fst_add, Prod.snd_add, map_add, Prod.mk_add_mk]
    exact Prod.ext (by module) (by module)
  map_smul' c ψ := by
    simp only [Prod.smul_fst, Prod.smul_snd, map_smul, Prod.smul_mk, RingHom.id_apply]
    exact Prod.ext (by module) (by module)

/-- Dispersion relation: for a lattice plane wave `χ`, each real `E` with
`E² = m² + |χ(1) - 1|² / h²` is an eigenvalue of the Dirac operator. -/
theorem plane_wave_eigenvalue [NeZero n] (h m E : ℝ) (χ : AddChar (ZMod n) ℂ)
    (hE : E ^ 2 = m ^ 2 + ‖χ 1 - 1‖ ^ 2 / h ^ 2) :
    ∃ ψ : Spinor n, ψ ≠ 0 ∧ dirac h m ψ = (E : ℂ) • ψ := by
  have hc : χ (-1) = conj (χ 1) := AddChar.map_neg_eq_conj χ 1
  have hd : (χ (-1) - 1) / h * ((χ 1 - 1) / h) = (E : ℂ) ^ 2 - (m : ℂ) ^ 2 := by
    have e : (E : ℂ) ^ 2 = (m : ℂ) ^ 2 + (‖χ 1 - 1‖ : ℂ) ^ 2 / (h : ℂ) ^ 2 := by
      exact_mod_cast hE
    have c := Complex.conj_mul' (χ 1 - 1)
    rw [map_sub, map_one, ← hc] at c
    rw [e, ← c]
    ring
  -- on plane waves the eigenvalue equation is a two-by-two system
  have wave : ∀ a b : ℂ, m * a + (χ (-1) - 1) / h * b = E * a →
      (χ 1 - 1) / h * a - m * b = E * b →
      dirac h m (fun x => a * χ x, fun x => b * χ x) =
        (E : ℂ) • ((fun x => a * χ x, fun x => b * χ x) : Spinor n) := by
    intro a b h1 h2
    refine Prod.ext (funext fun x => ?_) (funext fun x => ?_)
    · simp only [dirac, bwd, LinearMap.coe_mk, AddHom.coe_mk, sub_eq_add_neg x 1,
        AddChar.map_add_eq_mul, Prod.smul_fst, Pi.add_apply, Pi.smul_apply, smul_eq_mul]
      linear_combination χ x * h1
    · simp only [dirac, fwd, LinearMap.coe_mk, AddHom.coe_mk,
        AddChar.map_add_eq_mul, Prod.smul_snd, Pi.sub_apply, Pi.smul_apply, smul_eq_mul]
      linear_combination χ x * h2
  have amp : ∀ a b : ℂ, ((fun x => a * χ x, fun x => b * χ x) : Spinor n) = 0 →
      a = 0 ∧ b = 0 := fun a b h0 =>
    ⟨by simpa using congrFun (congrArg Prod.fst h0) 0,
      by simpa using congrFun (congrArg Prod.snd h0) 0⟩
  by_cases hz : (E : ℂ) + m = 0 ∧ (χ 1 - 1) / (h : ℂ) = 0
  · have hz' : (χ (-1) - 1) / (h : ℂ) = 0 := by
      have := congrArg conj hz.2
      rwa [map_div₀, map_sub, map_one, map_zero, Complex.conj_ofReal, ← hc] at this
    refine ⟨_, fun h0 => one_ne_zero (amp 0 1 h0).2, wave 0 1 ?_ ?_⟩
    · rw [hz']
      ring
    · linear_combination -hz.1
  · refine ⟨_, fun h0 => hz (amp (E + m) ((χ 1 - 1) / h) h0), wave _ _ ?_ ?_⟩
    · linear_combination hd
    · ring

end

end PlaneWaveEigenvalue
```

Compiling this gives:

```
Main.lean:59:17: error(lean.synthInstanceFailed): failed to synthesize instance of type class
  OneHomClass (AddChar (ZMod n) ℂ) (ZMod n) ℂ

Hint: Type class instance resolution failures can be inspected with the `set_option trace.Meta.synthInstance true` command.
Main.lean:59:26: error: Tactic `rewrite` failed: Did not find an occurrence of the pattern
  (starRingEnd ℂ) (χ 1)
in the target expression
  ((starRingEnd ℂ) 1 - (starRingEnd ℂ) 1) * (1 - 1) = ↑‖1 - 1‖ ^ 2

n : ℕ
inst✝ : NeZero n
h m E : ℝ
χ : AddChar (ZMod n) ℂ
hE : E ^ 2 = m ^ 2 + ‖χ 1 - 1‖ ^ 2 / h ^ 2
hc : χ (-1) = (starRingEnd ℂ) (χ 1)
e : ↑E ^ 2 = ↑m ^ 2 + ↑‖χ 1 - 1‖ ^ 2 / ↑h ^ 2
c : ((starRingEnd ℂ) 1 - (starRingEnd ℂ) 1) * (1 - 1) = ↑‖1 - 1‖ ^ 2
⊢ (χ (-1) - 1) / ↑h * ((χ 1 - 1) / ↑h) = ↑E ^ 2 - ↑m ^ 2
Main.lean:82:30: error(lean.synthInstanceFailed): failed to synthesize instance of type class
  OneHomClass (AddChar (ZMod n) ℂ) (ZMod n) ℂ

Hint: Type class instance resolution failures can be inspected with the `set_option trace.Meta.synthInstance true` command.
Main.lean:82:70: error: Tactic `rewrite` failed: Did not find an occurrence of the pattern
  (starRingEnd ℂ) (χ 1)
in the target expression
  ((starRingEnd ℂ) 1 - (starRingEnd ℂ) 1) / ↑h = 0

n : ℕ
inst✝ : NeZero n
h m E : ℝ
χ : AddChar (ZMod n) ℂ
hE : E ^ 2 = m ^ 2 + ‖χ 1 - 1‖ ^ 2 / h ^ 2
hc : χ (-1) = (starRingEnd ℂ) (χ 1)
hd : (χ (-1) - 1) / ↑h * ((χ 1 - 1) / ↑h) = ↑E ^ 2 - ↑m ^ 2
wave :
  ∀ (a b : ℂ),
    ↑m * a + (χ (-1) - 1) / ↑h * b = ↑E * a →
      (χ 1 - 1) / ↑h * a - ↑m * b = ↑E * b →
        (dirac h m) (fun x => a * χ x, fun x => b * χ x) = ↑E • (fun x => a * χ x, fun x => b * χ x)
amp : ∀ (a b : ℂ), (fun x => a * χ x, fun x => b * χ x) = 0 → a = 0 ∧ b = 0
hz : ↑E + ↑m = 0 ∧ (χ 1 - 1) / ↑h = 0
this : ((starRingEnd ℂ) 1 - (starRingEnd ℂ) 1) / ↑h = 0
⊢ (χ (-1) - 1) / ↑h = 0
```

What went wrong. Both failures come from `map_one`, which rewrites `f 1` to `1` for a map `f` that preserves one. Its `f` was left open, and `rw` matched it with `χ`, not with complex conjugation as intended. An additive character sends 0 to 1 and need not send 1 to 1, so Lean finds no `OneHomClass` instance for it; that is the first error in each place.

The second error follows from the first. The goals printed show that every `χ 1` in the rewritten hypothesis had already become `1`, so `← hc` found no `(starRingEnd ℂ) (χ 1)` to turn into `χ (-1)`.

Writing `map_one (starRingEnd ℂ)` fixes the map as conjugation. Only the conjugate of 1 is then rewritten, `χ 1` survives, and `← hc` applies. This cures both places. Giving `map_zero` the same argument is mere tidying, as is the line break: the printed `this` already has `0` on its right-hand side, so that rewrite had worked.

This version goes through:

```diff
@@ -57,5 +57,5 @@
       exact_mod_cast hE
     have c := Complex.conj_mul' (χ 1 - 1)
-    rw [map_sub, map_one, ← hc] at c
+    rw [map_sub, map_one (starRingEnd ℂ), ← hc] at c
     rw [e, ← c]
     ring
@@ -80,5 +80,6 @@
   · have hz' : (χ (-1) - 1) / (h : ℂ) = 0 := by
       have := congrArg conj hz.2
-      rwa [map_div₀, map_sub, map_one, map_zero, Complex.conj_ofReal, ← hc] at this
+      rwa [map_div₀, map_sub, map_one (starRingEnd ℂ), map_zero (starRingEnd ℂ),
+        Complex.conj_ofReal, ← hc] at this
     refine ⟨_, fun h0 => one_ne_zero (amp 0 1 h0).2, wave 0 1 ?_ ?_⟩
     · rw [hz']
```
